# Every multiplicative phase function on a finite periodic reciprocal grid is a plane wave evaluated at some grid point

On a periodic grid with N points along each of d directions (N nonzero), reciprocal vectors h and grid points x both have components that are integers modulo N, and the plane wave is exp(2πi h·x/N). The theorem takes a complex function χ of h with χ(0) = 1 and χ(h + k) = χ(h)χ(k), and states that some grid point c satisfies χ(h) = exp(2πi h·c/N) for every h. That χ has modulus one is not assumed, and uniqueness of c is not claimed. The proof notes that χ on each basis vector is an N-th root of unity, which fixes one component of c, then writes h as a sum of multiples of basis vectors and turns χ of the sum into a product.

Lean 4 with Mathlib refuses this proof:

```lean
import Mathlib

open Matrix ComplexConjugate

namespace CharacterEqWave

noncomputable section

variable {N d : ℕ} [NeZero N]

/-- The plane wave `exp(2πi h·x/N)` with reciprocal vector `h` at the grid point `x`. -/
def wave (h x : Fin d → ZMod N) : ℂ := ZMod.stdAddChar (h ⬝ᵥ x)

/-- Every multiplicative phase function on the reciprocal grid is a plane wave at some
grid point `c`. -/
theorem character_eq_wave (χ : AddChar (Fin d → ZMod N) ℂ) : ∃ c, ∀ h, χ h = wave h c := by
  have hz : ZMod.stdAddChar (1 : ZMod N) = Complex.exp (2 * Real.pi * Complex.I / N) := by
    simpa using ZMod.stdAddChar_coe (N := N) 1
  -- on each basis vector the character is an N-th root of unity
  have hgen : ∀ i, ∃ a : ZMod N, χ (Pi.single i 1) = ZMod.stdAddChar a := by
    intro i
    have hN : χ (Pi.single i 1) ^ N = 1 := by
      rw [← AddChar.map_nsmul_eq_pow, ← AddChar.map_zero_eq_one χ]
      congr 1
      ext j
      simp
    obtain ⟨m, -, hm⟩ :=
      (Complex.isPrimitiveRoot_exp N (NeZero.ne N)).eq_pow_of_pow_eq_one hN
    exact ⟨m • (1 : ZMod N), by rw [AddChar.map_nsmul_eq_pow, hz, hm]⟩
  choose c hc using hgen
  refine ⟨c, fun h => ?_⟩
  have hsum : h = ∑ i, (h i).val • (Pi.single i 1 : Fin d → ZMod N) := by
    ext j
    simp [Finset.sum_apply, Pi.single_apply]
  calc χ h = χ (∑ i, (h i).val • (Pi.single i 1 : Fin d → ZMod N)) := congrArg χ hsum
    _ = ∏ i, ZMod.stdAddChar (c i) ^ (h i).val := by
      rw [AddChar.map_sum_eq_prod]
      exact Finset.prod_congr rfl fun i _ => by rw [AddChar.map_nsmul_eq_pow, hc]
    _ = wave h c := by
      rw [wave, dotProduct, AddChar.map_sum_eq_prod]
      refine Finset.prod_congr rfl fun i _ => ?_
      rw [← AddChar.map_nsmul_eq_pow, nsmul_eq_mul, ZMod.natCast_zmod_val]

end

end CharacterEqWave
```

Compiling this gives:

```
Main.lean:32:71: error: unsolved goals
N d : ℕ
inst✝ : NeZero N
χ : AddChar (Fin d → ZMod N) ℂ
hz : ZMod.stdAddChar 1 = Complex.exp (2 * ↑Real.pi * Complex.I / ↑N)
c : Fin d → ZMod N
hc : ∀ (i : Fin d), χ (Pi.single i 1) = ZMod.stdAddChar (c i)
h : Fin d → ZMod N
j : Fin d
⊢ h j = (h j).cast j
Main.lean:37:10: error(lean.unknownIdentifier): Unknown constant `AddChar.map_sum_eq_prod`
Main.lean:36:50: error: unsolved goals
N d : ℕ
inst✝ : NeZero N
χ : AddChar (Fin d → ZMod N) ℂ
hz : ZMod.stdAddChar 1 = Complex.exp (2 * ↑Real.pi * Complex.I / ↑N)
c : Fin d → ZMod N
hc : ∀ (i : Fin d), χ (Pi.single i 1) = ZMod.stdAddChar (c i)
h : Fin d → ZMod N
hsum : h = ∑ i, (h i).val • Pi.single i 1
⊢ χ (∑ i, (h i).val • Pi.single i 1) = ∏ i, ZMod.stdAddChar (c i) ^ (h i).val
Main.lean:40:28: error(lean.unknownIdentifier): Unknown constant `AddChar.map_sum_eq_prod`
Main.lean:39:20: error: unsolved goals
N d : ℕ
inst✝ : NeZero N
χ : AddChar (Fin d → ZMod N) ℂ
hz : ZMod.stdAddChar 1 = Complex.exp (2 * ↑Real.pi * Complex.I / ↑N)
c : Fin d → ZMod N
hc : ∀ (i : Fin d), χ (Pi.single i 1) = ZMod.stdAddChar (c i)
h : Fin d → ZMod N
hsum : h = ∑ i, (h i).val • Pi.single i 1
⊢ ∏ i, ZMod.stdAddChar (c i) ^ (h i).val = ZMod.stdAddChar (∑ i, h i * c i)
```

What went wrong. The first message leaves `h j = (h j).cast j`, which is true but which `simp` could not close. Here `(h j).cast` is a whole function `Fin d → ZMod N`, evaluated at `j`: `simp` had turned the natural-number multiple into multiplication by a cast into the function ring, and could not simplify that cast at a point. The repair picks out the term `i = j` with `Finset.sum_eq_single` and applies `Pi.smul_apply` before any cast appears. The cast then lands in `ZMod N`, where `ZMod.natCast_zmod_val` returns `h j`.

The two "Unknown constant" messages say that `AddChar.map_sum_eq_prod` does not exist in the Mathlib used. The other two "unsolved goals" messages only show the goals left where those rewrites stopped. The repair proves the missing fact as `hmap`, by induction on the finite set with `AddChar.map_add_eq_mul`, and rewrites with it in both places. `hmap` is stated for a general additive commutative monoid `A` because it is needed both for `χ` on `Fin d → ZMod N` and for `ZMod.stdAddChar` on `ZMod N`.

The repair, with which the file compiles:

```diff
@@ -28,15 +28,28 @@
       (Complex.isPrimitiveRoot_exp N (NeZero.ne N)).eq_pow_of_pow_eq_one hN
     exact ⟨m • (1 : ZMod N), by rw [AddChar.map_nsmul_eq_pow, hz, hm]⟩
+  -- characters turn finite sums into products
+  have hmap : ∀ (A : Type) [AddCommMonoid A] (ψ : AddChar A ℂ) (f : Fin d → A)
+      (s : Finset (Fin d)), ψ (∑ i ∈ s, f i) = ∏ i ∈ s, ψ (f i) := by
+    intro A _ ψ f s
+    induction s using Finset.induction_on with
+    | empty => simp
+    | insert a s ha ih =>
+      rw [Finset.sum_insert ha, Finset.prod_insert ha, AddChar.map_add_eq_mul, ih]
   choose c hc using hgen
   refine ⟨c, fun h => ?_⟩
   have hsum : h = ∑ i, (h i).val • (Pi.single i 1 : Fin d → ZMod N) := by
     ext j
-    simp [Finset.sum_apply, Pi.single_apply]
+    rw [Finset.sum_apply, Finset.sum_eq_single j]
+    · rw [Pi.smul_apply, Pi.single_eq_same, nsmul_eq_mul, mul_one, ZMod.natCast_zmod_val]
+    · intro i _ hij
+      rw [Pi.smul_apply, Pi.single_eq_of_ne hij.symm, smul_zero]
+    · intro hj
+      exact absurd (Finset.mem_univ j) hj
   calc χ h = χ (∑ i, (h i).val • (Pi.single i 1 : Fin d → ZMod N)) := congrArg χ hsum
     _ = ∏ i, ZMod.stdAddChar (c i) ^ (h i).val := by
-      rw [AddChar.map_sum_eq_prod]
+      rw [hmap]
       exact Finset.prod_congr rfl fun i _ => by rw [AddChar.map_nsmul_eq_pow, hc]
     _ = wave h c := by
-      rw [wave, dotProduct, AddChar.map_sum_eq_prod]
+      rw [wave, dotProduct, hmap]
       refine Finset.prod_congr rfl fun i _ => ?_
       rw [← AddChar.map_nsmul_eq_pow, nsmul_eq_mul, ZMod.natCast_zmod_val]
```
